# A spin configuration invariant under a permutation of sites is constant on each of its cycles

Let each site of a set `A` carry a classical two-valued spin, recorded by `x : A → Bool`, and let `g` be a permutation of the sites that leaves the configuration unchanged, so that `x (g a) = x a` for every `a`. The lemma says that two sites in the same cycle of `g` have the same spin value. The set of sites need not be finite, and no Hamiltonian or quantum state enters. Being in the same cycle means that some integer power of `g` carries `a` to `b`, so the attempt proves by induction on the integer `i` that `x ((g ^ i) a) = x a`, with one step for increasing exponents and one for decreasing ones.

An attempt in Lean 4 with a fault in it:

```lean
import Mathlib

open Equiv.Perm

namespace ConstantOnIsland

noncomputable section

variable {A B : Type*} [Fintype A] [DecidableEq A] [Fintype B] [DecidableEq B]

omit [Fintype A] [DecidableEq A] in
/-- A spin configuration invariant under a permutation is constant on each of its cycles. -/
theorem constant_on_island {g : Equiv.Perm A} {x : A → Bool} (hx : ∀ a, x (g a) = x a)
    {a b : A} (h : g.SameCycle a b) : x a = x b := by
  obtain ⟨i, rfl⟩ := h
  have key : ∀ i : ℤ, ∀ a, x ((g ^ i) a) = x a := by
    intro i
    induction i using Int.induction_on with
    | zero => intro a; simp
    | succ i ih =>
      intro a
      rw [zpow_add_one, Equiv.Perm.mul_apply, ih, hx]
    | pred i ih =>
      intro a
      rw [zpow_sub_one, Equiv.Perm.mul_apply, ih, ← hx (g⁻¹ a), Equiv.Perm.apply_inv_self]
  exact (key i a).symm

end

end ConstantOnIsland
```

The compiler's answer:

```
Main.lean:25:64: error(lean.unknownIdentifier): Unknown constant `Equiv.Perm.apply_inv_self`
```

Diagnosis. The message says that no constant named `Equiv.Perm.apply_inv_self` exists in the Mathlib being used. The name was meant to supply `g (g⁻¹ a) = a` in the downward step of the induction. The earlier rewrites in that line had gone through, leaving `x (g (g⁻¹ a)) = x a`, so only this last fact was missing.

The repair states the fact as `hg` and proves it with `g.apply_symm_apply a`. That lemma speaks of `g.symm`, but the inverse of a permutation is by definition its `symm`, so Lean accepts it for `g⁻¹`.

The other changes rearrange the same argument. Invariance at `g⁻¹ a` is named `h`, and rewriting with `hg` turns it into `x a = x (g⁻¹ a)`. The remaining rewrites bring the goal to `x (g⁻¹ a) = x a`, which `h.symm` closes. This rearrangement is mere tidying: putting `hg` in place of the missing name in the original line would have been enough.

As a diff, the version that Lean accepts:

```diff
@@ -23,5 +23,9 @@
     | pred i ih =>
       intro a
-      rw [zpow_sub_one, Equiv.Perm.mul_apply, ih, ← hx (g⁻¹ a), Equiv.Perm.apply_inv_self]
+      have hg : g (g⁻¹ a) = a := g.apply_symm_apply a
+      have h := hx (g⁻¹ a)
+      rw [hg] at h
+      rw [zpow_sub_one, Equiv.Perm.mul_apply, ih]
+      exact h.symm
   exact (key i a).symm
 
```
